# Eigenvalues of $H - i\Gamma$ for Hermitian $H$ and positive semidefinite $\Gamma$ lie in a rectangle on or below the real axis

In the simplest form of a resonance calculation with a complex absorbing potential, one computes the eigenvalues of the matrix $H - i\Gamma$ in a finite orthonormal basis, with $H$ Hermitian, and reads an eigenvalue $z$ selected as a resonance as an energy $\operatorname{Re} z$ and a width $-2\operatorname{Im} z$; the other eigenvalues need not correspond to resonances. This reading needs $\operatorname{Im} z \le 0$. Write $\lambda_{\min}$ and $\lambda_{\max}$ for the extreme eigenvalues of a Hermitian matrix. For finite matrices with the Hamiltonian $H$ Hermitian and the absorber $\Gamma$ positive semidefinite,
$$\lambda_{\min}(H) \le \operatorname{Re} z \le \lambda_{\max}(H), \qquad -\lambda_{\max}(\Gamma) \le \operatorname{Im} z \le 0 .$$
The theorems locate the eigenvalues and do not say how well any of them approximates a resonance of the continuum problem. The counter-examples below are elementary arithmetic, not Lean theorems.

## A finite, nonempty, orthonormal basis

The finite type `n` labels the basis states. A state is a column `v : n → ℂ`, and `star v ⬝ᵥ v` is $v^\dagger v$ with no overlap matrix, so generalised eigenproblems and unbounded operators are not covered. `ComplexOrder` makes $0 \le c$ mean that $c$ is real and nonnegative.

```lean
import Mathlib

open Matrix Complex
open scoped ComplexOrder

namespace AbsorbingPotentialSpectrum

noncomputable section

variable {n : Type*} [Fintype n] [DecidableEq n]
```

`[Nonempty n]` enters only where `lmin` and `lmax` do, because an empty list of eigenvalues has no minimum or maximum.

```lean
/-- The smallest eigenvalue of a Hermitian matrix. -/
def lmin [Nonempty n] {A : Matrix n n ℂ} (hA : A.IsHermitian) : ℝ :=
  Finset.univ.inf' Finset.univ_nonempty hA.eigenvalues

/-- The largest eigenvalue of a Hermitian matrix. -/
def lmax [Nonempty n] {A : Matrix n n ℂ} (hA : A.IsHermitian) : ℝ :=
  Finset.univ.sup' Finset.univ_nonempty hA.eigenvalues
```

`effHam` fixes the sign: with time dependence $e^{-izt/\hbar}$, the squared norm of an eigenstate varies as $e^{2 t \operatorname{Im} z/\hbar}$, so $\operatorname{Im} z < 0$ is decay.

```lean
/-- The effective Hamiltonian `H - iΓ`. -/
def effHam (H Γ : Matrix n n ℂ) : Matrix n n ℂ := H - I • Γ
```

States are unnormalised: `sqNorm v` is $N = v^\dagger v$, `expval A v` is $\langle A\rangle = \operatorname{Re}\, v^\dagger A v$ for a matrix $A$, and the physical mean is $\langle A\rangle / N$. With $U$ the unitary matrix of eigenvectors of a Hermitian $A$, `weight` is $w_i = |(U^\dagger v)_i|^2$.

```lean
/-- The squared norm `⟨v|v⟩` of a state. -/
def sqNorm (v : n → ℂ) : ℝ := (star v ⬝ᵥ v).re

/-- The real part of the unnormalised expectation value `⟨v|A|v⟩`. -/
def expval (A : Matrix n n ℂ) (v : n → ℂ) : ℝ := (star v ⬝ᵥ A *ᵥ v).re

/-- The squared overlap of the state `v` with the `i`-th eigenvector of a Hermitian matrix. -/
def weight {A : Matrix n n ℂ} (hA : A.IsHermitian) (v : n → ℂ) (i : n) : ℝ :=
  normSq (((hA.eigenvectorUnitary : Matrix n n ℂ)ᴴ *ᵥ v) i)
```

## A nonzero eigenvector

The hypothesis `z ∈ spectrum ℂ (effHam H Γ)`, named `hz` in the theorems below that assume it, says that $z - (H - i\Gamma)$ is not invertible. Its determinant then vanishes, so some $v \ne 0$ obeys $(H - i\Gamma)v = zv$, and `mem_spectrum_iff` follows this chain. Diagonalisability of $H - i\Gamma$ is never assumed.

```lean
/-- A number lies in the spectrum of a matrix exactly when it has a nonzero eigenvector. -/
theorem mem_spectrum_iff (M : Matrix n n ℂ) (z : ℂ) :
    z ∈ spectrum ℂ M ↔ ∃ v, v ≠ 0 ∧ M *ᵥ v = z • v := by
  rw [spectrum.mem_iff, Matrix.isUnit_iff_isUnit_det, isUnit_iff_ne_zero, not_not,
    ← Matrix.exists_mulVec_eq_zero_iff]
  refine exists_congr fun v => and_congr_right fun _ => ?_
  rw [Algebra.algebraMap_eq_smul_one, sub_mulVec, Matrix.smul_mulVec, one_mulVec, sub_eq_zero,
    eq_comm]
```

The derivation ends by dividing by $N$, and `sqNorm_pos` supplies $N > 0$. With $v = 0$ allowed, the eigenvalue equation would hold for every $z$.

```lean
omit [DecidableEq n] in
/-- A nonzero state has positive squared norm. -/
theorem sqNorm_pos {v : n → ℂ} (hv : v ≠ 0) : 0 < sqNorm v := by
  have h0 : 0 ≤ star v ⬝ᵥ v := dotProduct_star_self_nonneg v
  have h1 : star v ⬝ᵥ v ≠ 0 := fun h => hv (dotProduct_star_self_eq_zero.mp h)
  exact (Complex.lt_def.mp (lt_of_le_of_ne h0 h1.symm)).1
```

## Hermitian $H$ and $\Gamma$

Hermiticity makes both matrices observables, and it is used twice. First, $A = U D U^\dagger$ with $D$ diagonal, holding the real eigenvalues $\lambda_i$, gives
$$v^\dagger v = \sum_i w_i, \qquad v^\dagger A v = (U^\dagger v)^\dagger D\, (U^\dagger v) = \sum_i \lambda_i w_i .$$
In `spectral_expansion`, `key` is the change of basis and `diag` evaluates the diagonal form, applied once with all entries $1$ and once with the $\lambda_i$.

```lean
/-- For Hermitian `A`, `⟨v|v⟩` is the sum of the eigenvector weights of `v`, and `⟨v|A|v⟩` is
the sum of the eigenvalues times these weights. -/
theorem spectral_expansion {A : Matrix n n ℂ} (hA : A.IsHermitian) (v : n → ℂ) :
    star v ⬝ᵥ v = ((∑ i, weight hA v i : ℝ) : ℂ) ∧
      star v ⬝ᵥ A *ᵥ v = ((∑ i, hA.eigenvalues i * weight hA v i : ℝ) : ℂ) := by
  -- change of basis inside an expectation value
  have key : ∀ U D : Matrix n n ℂ, star v ⬝ᵥ (U * D * Uᴴ) *ᵥ v
      = star (Uᴴ *ᵥ v) ⬝ᵥ D *ᵥ (Uᴴ *ᵥ v) := by
    intro U D
    rw [← mulVec_mulVec, ← mulVec_mulVec, dotProduct_mulVec, star_mulVec,
      conjTranspose_conjTranspose]
  -- expectation value of a real diagonal matrix
  have diag : ∀ (w : n → ℂ) (d : n → ℝ), star w ⬝ᵥ diagonal (fun i => (d i : ℂ)) *ᵥ w
      = ((∑ i, d i * normSq (w i) : ℝ) : ℂ) := by
    intro w d
    rw [Complex.ofReal_sum]
    unfold dotProduct
    refine Finset.sum_congr rfl fun i _ => ?_
    simp only [mulVec_diagonal, ofReal_mul, normSq_eq_conj_mul_self, Pi.star_apply,
      Complex.star_def]
    ring
  have hU : (hA.eigenvectorUnitary : Matrix n n ℂ) * (hA.eigenvectorUnitary : Matrix n n ℂ)ᴴ
      = 1 := mem_unitaryGroup_iff.mp hA.eigenvectorUnitary.2
  have hs : A = (hA.eigenvectorUnitary : Matrix n n ℂ)
      * diagonal (fun i => (hA.eigenvalues i : ℂ))
      * (hA.eigenvectorUnitary : Matrix n n ℂ)ᴴ := hA.spectral_theorem
  constructor
  · have h1 := (key (hA.eigenvectorUnitary : Matrix n n ℂ) _).trans (diag _ (fun _ => 1))
    simp only [ofReal_one, diagonal_one, mul_one, one_mul, hU, one_mulVec] at h1
    exact h1
  · have h2 := (key (hA.eigenvectorUnitary : Matrix n n ℂ) _).trans (diag _ hA.eigenvalues)
    rw [← hs] at h2
    exact h2
```

Since $w_i \ge 0$, replacing each $\lambda_i$ by an extreme value gives $\lambda_{\min} N \le \langle A\rangle \le \lambda_{\max} N$, which `Finset.sum_le_sum` does term by term.

```lean
/-- Rayleigh bounds: `lmin ⟨v|v⟩ ≤ ⟨v|A|v⟩ ≤ lmax ⟨v|v⟩` for Hermitian `A`. -/
theorem rayleigh_bounds [Nonempty n] {A : Matrix n n ℂ} (hA : A.IsHermitian) (v : n → ℂ) :
    lmin hA * sqNorm v ≤ expval A v ∧ expval A v ≤ lmax hA * sqNorm v := by
  obtain ⟨h1, h2⟩ := spectral_expansion hA v
  simp only [expval, sqNorm, h1, h2, ofReal_re, Finset.mul_sum]
  constructor
  · exact Finset.sum_le_sum fun i _ => mul_le_mul_of_nonneg_right
      (Finset.inf'_le _ (Finset.mem_univ i)) (normSq_nonneg _)
  · exact Finset.sum_le_sum fun i _ => mul_le_mul_of_nonneg_right
      (Finset.le_sup' _ (Finset.mem_univ i)) (normSq_nonneg _)
```

Second, multiplying the eigenvalue equation by $v^\dagger$ gives $v^\dagger H v - i\, v^\dagger \Gamma v = z\, v^\dagger v$. All three brackets are real (`hN`, `hHi`, `hΓi`), so the real and imaginary parts, `r` and `s`, separate:
$$N \operatorname{Re} z = \langle H\rangle, \qquad N \operatorname{Im} z = -\langle \Gamma\rangle .$$

```lean
/-- If `(H - iΓ) v = z v` with `H` and `Γ` Hermitian, then `Re z ⟨v|v⟩ = ⟨v|H|v⟩` and
`Im z ⟨v|v⟩ = -⟨v|Γ|v⟩`. -/
theorem eigenvalue_parts {H Γ : Matrix n n ℂ} (hH : H.IsHermitian) (hΓ : Γ.IsHermitian)
    {z : ℂ} {v : n → ℂ} (h : effHam H Γ *ᵥ v = z • v) :
    z.re * sqNorm v = expval H v ∧ z.im * sqNorm v = -expval Γ v := by
  -- project the eigenvalue equation on `v`
  have e : star v ⬝ᵥ effHam H Γ *ᵥ v = star v ⬝ᵥ (z • v) := by rw [h]
  simp only [effHam, sub_mulVec, Matrix.smul_mulVec, dotProduct_sub, dotProduct_smul,
    smul_eq_mul] at e
  -- all three brackets are real
  have hN : (star v ⬝ᵥ v).im = 0 := by rw [(spectral_expansion hH v).1, ofReal_im]
  have hHi : (star v ⬝ᵥ H *ᵥ v).im = 0 := by rw [(spectral_expansion hH v).2, ofReal_im]
  have hΓi : (star v ⬝ᵥ Γ *ᵥ v).im = 0 := by rw [(spectral_expansion hΓ v).2, ofReal_im]
  have r := congrArg Complex.re e
  have s := congrArg Complex.im e
  simp only [sub_re, mul_re, sub_im, mul_im, I_re, I_im, hN, hHi, hΓi] at r s
  unfold sqNorm expval
  constructor <;> linarith
```

Inserting the Rayleigh bounds for $H$ and for $\Gamma$ and cancelling $N$ through `le_of_mul_le_mul_right` yields Bendixson's rectangle: the range of $\operatorname{Re} z$ above, and $-\lambda_{\max}(\Gamma) \le \operatorname{Im} z \le -\lambda_{\min}(\Gamma)$.

```lean
/-- Bendixson's rectangle: for Hermitian `H` and `Γ`, every eigenvalue of `H - iΓ` has real part
in `[lmin H, lmax H]` and imaginary part in `[-lmax Γ, -lmin Γ]`. -/
theorem bendixson [Nonempty n] {H Γ : Matrix n n ℂ} (hH : H.IsHermitian) (hΓ : Γ.IsHermitian)
    {z : ℂ} (hz : z ∈ spectrum ℂ (effHam H Γ)) :
    z.re ∈ Set.Icc (lmin hH) (lmax hH) ∧ z.im ∈ Set.Icc (-lmax hΓ) (-lmin hΓ) := by
  obtain ⟨v, hv, h⟩ := (mem_spectrum_iff _ _).mp hz
  have hN := sqNorm_pos hv
  obtain ⟨p1, p2⟩ := eigenvalue_parts hH hΓ h
  obtain ⟨a1, a2⟩ := rayleigh_bounds hH v
  obtain ⟨b1, b2⟩ := rayleigh_bounds hΓ v
  refine ⟨⟨?_, ?_⟩, ?_, ?_⟩ <;> exact le_of_mul_le_mul_right (by linarith) hN
```

Without Hermiticity the two parts mix. For $1 \times 1$ matrices, $H = i$ and $\Gamma = 0$ give the growing solution $z = i$, while $H = 0$ and $\Gamma = i$ give $z = 1$, outside the range $\{0\}$ of $H$.

## Positive semidefinite $\Gamma$

`PosSemidef` means Hermitian with $v^\dagger \Gamma v \ge 0$ for all $v$: the absorber removes probability and never injects it. The matrix of a nonnegative local potential times a nonnegative strength has this property. In the main theorem the sign affects only the upper edge: $\lambda_{\min}(\Gamma) \ge 0$, which is `h0`, turns $\operatorname{Im} z \le -\lambda_{\min}(\Gamma)$ into $\operatorname{Im} z \le 0$. The theorem `absorbing_spectrum` states the opening inequalities, with `Set.Icc` a closed interval.

```lean
/-- For Hermitian `H` and positive semidefinite `Γ`, every eigenvalue of `H - iΓ` has real part
in `[lmin H, lmax H]` and imaginary part in `[-lmax Γ, 0]`. -/
theorem absorbing_spectrum [Nonempty n] {H Γ : Matrix n n ℂ} (hH : H.IsHermitian)
    (hΓ : Γ.PosSemidef) {z : ℂ} (hz : z ∈ spectrum ℂ (effHam H Γ)) :
    z.re ∈ Set.Icc (lmin hH) (lmax hH) ∧ z.im ∈ Set.Icc (-lmax hΓ.isHermitian) 0 := by
  obtain ⟨h1, h2, h3⟩ := bendixson hH hΓ.isHermitian hz
  have h0 : 0 ≤ lmin hΓ.isHermitian :=
    Finset.le_inf' _ _ fun i _ => hΓ.eigenvalues_nonneg i
  exact ⟨h1, h2, by linarith⟩
```

For $H = 0$ and $\Gamma = -1$, a source, $z = i$ lies above the axis.

## Positive definite $\Gamma$

`PosDef` means Hermitian with $v^\dagger \Gamma v > 0$ for all $v \ne 0$: the absorber removes probability from every state. Then $\langle\Gamma\rangle > 0$ for the eigenvector (`q`), and $N \operatorname{Im} z = -\langle\Gamma\rangle$ forces $\operatorname{Im} z < 0$.

```lean
/-- For Hermitian `H` and positive definite `Γ`, every eigenvalue of `H - iΓ` has strictly
negative imaginary part. -/
theorem im_neg_of_posDef {H Γ : Matrix n n ℂ} (hH : H.IsHermitian) (hΓ : Γ.PosDef)
    {z : ℂ} (hz : z ∈ spectrum ℂ (effHam H Γ)) : z.im < 0 := by
  obtain ⟨v, hv, h⟩ := (mem_spectrum_iff _ _).mp hz
  have hN := sqNorm_pos hv
  have p := (eigenvalue_parts hH hΓ.isHermitian h).2
  have q : 0 < expval Γ v := (Complex.lt_def.mp (hΓ.dotProduct_mulVec_pos hv)).1
  exact lt_of_mul_lt_mul_right (by linarith) hN.le
```

Semidefiniteness is not enough for strict decay: $H = 0$ and $\Gamma = \operatorname{diag}(2, 0)$ have $z = 0$ with $v = (0, 1)$.

## Real eigenvalues under a semidefinite absorber

For an eigenvector $v \neq 0$, `im_eq_zero_iff` states that $z$ is real exactly when $\Gamma v = 0$ and $Hv = zv$. If $\operatorname{Im} z = 0$ then $v^\dagger\Gamma v = 0$, which for semidefinite $\Gamma$ forces $\Gamma v = 0$ (`dotProduct_mulVec_zero_iff`), and the eigenvalue equation reduces to $Hv = zv$. Conversely $\Gamma v = 0$ gives $N \operatorname{Im} z = 0$.

```lean
/-- For Hermitian `H`, positive semidefinite `Γ` and an eigenvector `v` of `H - iΓ` with
eigenvalue `z`: `z` is real exactly when `Γ v = 0` and `H v = z v`. -/
theorem im_eq_zero_iff {H Γ : Matrix n n ℂ} (hH : H.IsHermitian) (hΓ : Γ.PosSemidef)
    {z : ℂ} {v : n → ℂ} (hv : v ≠ 0) (h : effHam H Γ *ᵥ v = z • v) :
    z.im = 0 ↔ Γ *ᵥ v = 0 ∧ H *ᵥ v = z • v := by
  have p := (eigenvalue_parts hH hΓ.isHermitian h).2
  constructor
  · intro hz
    have hre : (star v ⬝ᵥ Γ *ᵥ v).re = 0 := by
      rw [hz, zero_mul] at p
      exact neg_eq_zero.mp p.symm
    have him : (star v ⬝ᵥ Γ *ᵥ v).im = 0 := by
      rw [(spectral_expansion hΓ.isHermitian v).2, ofReal_im]
    -- a semidefinite absorber with zero expectation value annihilates the state
    have hq : star v ⬝ᵥ Γ *ᵥ v = 0 := Complex.ext hre him
    have hg : Γ *ᵥ v = 0 := (hΓ.dotProduct_mulVec_zero_iff v).mp hq
    refine ⟨hg, ?_⟩
    rwa [effHam, sub_mulVec, Matrix.smul_mulVec, hg, smul_zero, sub_zero] at h
  · rintro ⟨hg, -⟩
    have h0 : z.im * sqNorm v = 0 := by rw [p]; simp [expval, hg]
    exact (mul_eq_zero.mp h0).resolve_right (sqNorm_pos hv).ne'
```

With balanced loss and gain the forward direction fails. Unit hopping between two sites and $\Gamma = \operatorname{diag}(3/5, -3/5)$ give $z^2 = 1 - 9/25$, so $z = \pm 4/5$ is real although $\Gamma$ is invertible.

## No commutation between $H$ and $\Gamma$

Each matrix is expanded in its own eigenbasis, so $H\Gamma = \Gamma H$ is never needed. An example has sites $0$ and $1$, unit hopping, and an absorber of strength $2$ on site $0$.

```lean
/-- Hamiltonian of two sites with unit hopping. -/
def dimerH : Matrix (Fin 2) (Fin 2) ℂ := !![0, 1; 1, 0]

/-- Absorber of strength 2 on the first of two sites. -/
def dimerΓ : Matrix (Fin 2) (Fin 2) ℂ := !![2, 0; 0, 0]
```

`dimer_witness` checks that $H$ is Hermitian and $\Gamma$ semidefinite, compares the $(0,1)$ entries of $H\Gamma$ and $\Gamma H$, which are $0$ and $2$, and exhibits $v = (1, i)$: the rows give $-2i + i = -i$ and $1 = (-i)\,i$, so $z = -i$. In the normalised state $(1, i)/\sqrt 2$ the means of $H$ and $\Gamma$ are $0$ and $1$, matching $\operatorname{Re} z$ and $-\operatorname{Im} z$.

```lean
/-- The two-site Hamiltonian is Hermitian, the one-site absorber is positive semidefinite, they
do not commute, and `-i` is an eigenvalue of `H - iΓ`. -/
theorem dimer_witness : dimerH.IsHermitian ∧ dimerΓ.PosSemidef ∧
    dimerH * dimerΓ ≠ dimerΓ * dimerH ∧ -I ∈ spectrum ℂ (effHam dimerH dimerΓ) := by
  refine ⟨?_, ?_, ?_, ?_⟩
  · ext i j
    fin_cases i <;> fin_cases j <;> simp [dimerH]
  · have hd : dimerΓ = diagonal ![2, 0] := by
      ext i j
      fin_cases i <;> fin_cases j <;> simp [dimerΓ]
    rw [hd, posSemidef_diagonal_iff]
    intro i
    fin_cases i <;> simp
  · intro h
    have h01 := congrFun (congrFun h 0) 1
    simp [dimerH, dimerΓ, Matrix.mul_apply, Fin.sum_univ_two] at h01
  · refine (mem_spectrum_iff _ _).mpr ⟨![1, I], fun h => ?_, ?_⟩
    · have h0 := congrFun h 0
      simp at h0
    · ext i
      fin_cases i <;>
        simp [effHam, dimerH, dimerΓ, mulVec, dotProduct, Fin.sum_univ_two]
      ring1

end

end AbsorbingPotentialSpectrum
```

```lean
#print axioms AbsorbingPotentialSpectrum.absorbing_spectrum
#print axioms AbsorbingPotentialSpectrum.im_neg_of_posDef
#print axioms AbsorbingPotentialSpectrum.im_eq_zero_iff
```

```
'AbsorbingPotentialSpectrum.absorbing_spectrum' depends on axioms: [propext, Classical.choice, Quot.sound]
'AbsorbingPotentialSpectrum.im_neg_of_posDef' depends on axioms: [propext, Classical.choice, Quot.sound]
'AbsorbingPotentialSpectrum.im_eq_zero_iff' depends on axioms: [propext, Classical.choice, Quot.sound]
```
